# Time-reversal parity and the signs of Coulomb-type and Gaunt-type two-electron integrals

Let $V$ be a complex inner product space of one-electron spinors, with $\langle x,y\rangle$ conjugate-linear in $x$ and linear in $y$. Let $\Theta$ be time reversal, an additive map with $\langle\Theta x,\Theta y\rangle=\langle y,x\rangle$ and $\Theta\Theta x=-x$ for all $x,y\in V$, and write $\bar p=\Theta p$. If $A$ is a Hermitian operator with $\Theta A=eA\Theta$ and $e=\pm1$, then for all spinors $p,q$

$$\langle\bar p,A\bar q\rangle=e\,\langle q,Ap\rangle,\qquad(1)$$

$$\langle\bar p,Aq\rangle=-e\,\langle\bar q,Ap\rangle.\qquad(2)$$

The number $e$ is the parity of $A$, which is time-even for $e=1$ and time-odd for $e=-1$. Take a two-electron interaction that is a finite sum $\sum_{k\in K}w_k\,A_k(1)B_k(2)$, with a finite index set $K$, complex weights $w_k$, Hermitian operators $A_k$ of parity $e$ on electron 1 and Hermitian operators $B_k$ of parity $f=\pm1$ on electron 2. Its integrals over spinors $p,q,r,s$ are

$$(pq|rs)=\sum_{k\in K}w_k\,\langle p,A_kq\rangle\langle r,B_ks\rangle ,$$

and they obey

$$(\bar p\bar q|rs)=e\,(qp|rs),\quad (pq|\bar r\bar s)=f\,(pq|sr),\quad (\bar p\bar q|\bar r\bar s)=ef\,(qp|sr),\qquad(3)$$

$$(\bar pq|rs)=-e\,(\bar qp|rs),\quad (pq|\bar rs)=-f\,(pq|\bar sr),\quad (\bar pq|\bar rs)=ef\,(\bar qp|\bar sr).\qquad(4)$$

An interaction with $e=f=1$ is called Coulomb-type and one with $e=f=-1$ Gaunt-type. By (3), reversing and transposing the pair of one electron changes the sign of a Gaunt-type integral and leaves a Coulomb-type integral unchanged, and doing so for both electrons changes neither. In a relativistic calculation whose Gaussian spinor basis comes in pairs $(p,\bar p)$, these relations give integrals with barred spinors in terms of others. The finite separable sum with factors of definite parity is the form assumed in the proofs below, and it is sufficient for the relations but not necessary.

## Derivation

The first step moves $\Theta$ across an overlap. Antiunitarity for the pair $(y,\Theta x)$ reads $\langle\Theta y,\Theta\Theta x\rangle=\langle\Theta x,y\rangle$, and $\Theta\Theta x=-x$ turns the left side into $-\langle\Theta y,x\rangle$. Hence

$$\langle\Theta x,y\rangle=-\langle\Theta y,x\rangle.\qquad(5)$$

For (1), apply antiunitarity to the pair $(p,Aq)$, which gives $\langle\Theta p,\Theta Aq\rangle=\langle Aq,p\rangle$. On the left the parity relation gives $e\,\langle\bar p,A\bar q\rangle$, and on the right Hermiticity gives $\langle q,Ap\rangle$. Multiplying $e\,\langle\bar p,A\bar q\rangle=\langle q,Ap\rangle$ by $e$ and using $e^2=1$ yields (1). The condition $\Theta^2=-1$ is not used here.

For (2), start from (5) with $x=p$ and $y=Aq$:

$$\langle\Theta p,Aq\rangle=-\langle\Theta Aq,p\rangle=-\langle eA\Theta q,p\rangle=-e\,\langle A\Theta q,p\rangle=-e\,\langle\Theta q,Ap\rangle .$$

The third equality takes $e$ out of the conjugate-linear slot and needs $e$ real, the fourth is Hermiticity, and $e^2=1$ is not used. Setting $q=p$ and $e=1$ gives $\langle\bar p,Ap\rangle=-\langle\bar p,Ap\rangle$, so a time-even Hermitian operator has $\langle\bar p,Ap\rangle=0$. For $e=-1$ the same substitution gives a trivial identity and no selection rule.

The relations for integrals follow term by term. In $(\bar p\bar q|rs)$ the term $k$ is $w_k\langle\bar p,A_k\bar q\rangle\langle r,B_ks\rangle$, which by (1) equals $e\,w_k\langle q,A_kp\rangle\langle r,B_ks\rangle$. The factor $e$ is the same for all $k$ and leaves the sum, giving $e\,(qp|rs)$. The same step on the second factor gives $f$, and on both factors $ef$. Using (2) in place of (1) gives $-e$, $-f$ and $(-e)(-f)=ef$, which is (4).

The Coulomb interaction in atomic units is $1/r_{12}$, with $r_{12}$ the distance between the electrons, and the Gaunt interaction is $-\boldsymbol\alpha_1\cdot\boldsymbol\alpha_2/r_{12}$, with $\boldsymbol\alpha_i$ the Dirac matrices of electron $i$. If $1/r_{12}$ is replaced by a finite sum of products of real one-electron functions, as in a fit or a quadrature, the Coulomb factors are multiplications by real functions and are time-even. The Gaunt factors carry in addition one Cartesian component of $\boldsymbol\alpha$ and are time-odd, with $k$ running over the components as well and the minus sign absorbed in $w_k$.

## Formal development

```lean
import Mathlib

open scoped InnerProductSpace
open ComplexConjugate

namespace KramersTwoElectron

noncomputable section
```

The bracket `⟪x, y⟫_ℂ` of Mathlib is conjugate-linear in `x`, the convention fixed above, and `conj` is complex conjugation.

```lean
/-- Time reversal on a space of one-electron spinors: an additive, antiunitary map `Θ`
with `Θ² = -1`. -/
structure TimeReversal (V : Type*) [NormedAddCommGroup V] [InnerProductSpace ℂ V] where
  op : V →+ V
  antiunitary : ∀ x y, ⟪op x, op y⟫_ℂ = ⟪y, x⟫_ℂ
  sq_eq_neg : ∀ x, op (op x) = -x
```

The structure `TimeReversal` holds the map `op`, which is $\Theta$, as an additive homomorphism `V →+ V`, together with the fields `antiunitary` and `sq_eq_neg`. Antilinearity under complex scalars is not a field, and the general proofs call on the two equations only. The space `V` is not assumed complete or finite-dimensional.

```lean
variable {V : Type*} [NormedAddCommGroup V] [InnerProductSpace ℂ V] {ι : Type*}

/-- `A` is Hermitian and has time-reversal parity `e`, that is `Θ A = e A Θ`. -/
def HermParity (T : TimeReversal V) (e : ℝ) (A : V →ₗ[ℂ] V) : Prop :=
  A.IsSymmetric ∧ ∀ x, T.op (A x) = (e : ℂ) • A (T.op x)
```

`HermParity T e A` is the conjunction of `A.IsSymmetric`, meaning $\langle Ax,y\rangle=\langle x,Ay\rangle$ for all $x,y$, and the parity relation. In the proofs these appear as `hA.1` and `hA.2`. The parity is a real number cast to $\mathbb C$. The operator is a complex-linear map defined on all of `V`, so operators with a smaller domain are not described.

```lean
/-- The two-electron integral `(pq|rs) = Σₖ wₖ ⟨p|Aₖ q⟩ ⟨r|Bₖ s⟩` of the separable
interaction `Σₖ wₖ Aₖ(1) Bₖ(2)`. -/
def eri (K : Finset ι) (w : ι → ℂ) (A B : ι → V →ₗ[ℂ] V) (p q r s : V) : ℂ :=
  ∑ k ∈ K, w k * (⟪p, A k q⟫_ℂ * ⟪r, B k s⟫_ℂ)
```

`eri K w A B p q r s` is $(pq|rs)$ in the order where $p,q$ belong to electron 1 and $r,s$ to electron 2, with $p$ and $r$ in the bra. The weights are arbitrary complex numbers, and no relation between `A k` and `B k` is required, so symmetry under exchange of the electrons is not assumed. The exact kernel $1/r_{12}$ as a limit of such sums, Gaussian functions, four-component spinors and the matrices $\boldsymbol\alpha$ are not constructed.

```lean
/-- Moving time reversal across an overlap: `⟨Θx|y⟩ = -⟨Θy|x⟩`. -/
theorem inner_rev_left (T : TimeReversal V) (x y : V) :
    ⟪T.op x, y⟫_ℂ = -⟪T.op y, x⟫_ℂ := by
  -- antiunitarity for the pair (y, Θx), then Θ² = -1
  have h := T.antiunitary y (T.op x)
  rw [T.sq_eq_neg, inner_neg_right] at h
  exact h.symm
```

This is (5). The hypothesis `h` is antiunitarity for $(y,\Theta x)$, the rewrite with `T.sq_eq_neg` replaces $\Theta\Theta x$ by $-x$, and `inner_neg_right` takes the sign out.

```lean
/-- Both spinors reversed: for Hermitian `A` of parity `e = ±1`,
`⟨Θp|A Θq⟩ = e ⟨q|A p⟩`. -/
theorem inner_rev_rev {T : TimeReversal V} {e : ℝ} {A : V →ₗ[ℂ] V} (he : e = 1 ∨ e = -1)
    (hA : HermParity T e A) (p q : V) :
    ⟪T.op p, A (T.op q)⟫_ℂ = e * ⟪q, A p⟫_ℂ := by
  have hee : (e : ℂ) * e = 1 := by rcases he with rfl | rfl <;> simp
  have h := T.antiunitary p (A q)
  rw [hA.2, inner_smul_right, hA.1] at h
  linear_combination (e : ℂ) * h - ⟪T.op p, A (T.op q)⟫_ℂ * hee
```

This is (1). `hee` is $e^2=1$, checked for each of the two values in `he`. After the three rewrites `h` states $e\,\langle\bar p,A\bar q\rangle=\langle q,Ap\rangle$, and `linear_combination` multiplies it by $e$ and removes $e^2$ with `hee`.

```lean
/-- One spinor reversed: for Hermitian `A` with `Θ A = e A Θ`, `e` real,
`⟨Θp|A q⟩ = -e ⟨Θq|A p⟩`. -/
theorem inner_rev_one {T : TimeReversal V} {e : ℝ} {A : V →ₗ[ℂ] V}
    (hA : HermParity T e A) (p q : V) :
    ⟪T.op p, A q⟫_ℂ = -e * ⟪T.op q, A p⟫_ℂ := by
  rw [inner_rev_left, hA.2, inner_smul_left, Complex.conj_ofReal, hA.1]
  ring
```

This is (2), stated for any real $e$. The rewrites follow the chain above: `inner_rev_left` is the first equality and `hA.2` the second, `inner_smul_left` extracts the conjugate of $e$, `Complex.conj_ofReal` drops the conjugation, and `hA.1` moves $A$ to the ket.

```lean
/-- A time-even Hermitian operator has no matrix element between a spinor and its
time reverse: `⟨Θp|A p⟩ = 0`. -/
theorem even_kramers_element_zero {T : TimeReversal V} {A : V →ₗ[ℂ] V}
    (hA : HermParity T 1 A) (p : V) : ⟪T.op p, A p⟫_ℂ = 0 := by
  have h := inner_rev_one hA p p
  rw [Complex.ofReal_one] at h
  linear_combination (1 / 2 : ℂ) * h
```

Here `h` is (2) with $q=p$ and $e=1$, an equation $z=-z$ for $z=\langle\bar p,Ap\rangle$, and half of it is $z=0$. Taking $A$ to be the identity gives the orthogonality of $p$ and $\bar p$. Degeneracy of energy levels is not addressed, since no eigenvalue problem is set up.

```lean
/-- For Hermitian factors of parity `e = ±1` on electron 1 and `f = ±1` on electron 2, reversing and
transposing the pair of electron 1, of electron 2, or of both multiplies the integral by
`e`, `f`, or `e f`. -/
theorem eri_pair_reversal {T : TimeReversal V} {e f : ℝ} (he : e = 1 ∨ e = -1)
    (hf : f = 1 ∨ f = -1) {K : Finset ι} (w : ι → ℂ) {A B : ι → V →ₗ[ℂ] V}
    (hA : ∀ k ∈ K, HermParity T e (A k)) (hB : ∀ k ∈ K, HermParity T f (B k))
    (p q r s : V) :
    eri K w A B (T.op p) (T.op q) r s = e * eri K w A B q p r s ∧
    eri K w A B p q (T.op r) (T.op s) = f * eri K w A B p q s r ∧
    eri K w A B (T.op p) (T.op q) (T.op r) (T.op s) = e * f * eri K w A B q p s r := by
  unfold eri
  simp only [Finset.mul_sum]
  -- term by term, each reversed pair gives its parity
  refine ⟨Finset.sum_congr rfl fun k hk => ?_, Finset.sum_congr rfl fun k hk => ?_,
    Finset.sum_congr rfl fun k hk => ?_⟩
  · rw [inner_rev_rev he (hA k hk)]; ring
  · rw [inner_rev_rev hf (hB k hk)]; ring
  · rw [inner_rev_rev he (hA k hk), inner_rev_rev hf (hB k hk)]; ring
```

The three conjuncts are (3). The parity hypotheses `hA` and `hB` are required only for `k ∈ K`, and $e$ and $f$ are independent signs. `Finset.mul_sum` moves the prefactor inside the sum, `Finset.sum_congr` reduces each equation to one term $k$, and there `inner_rev_rev` is applied to the first factor, the second, or both. The right-hand sides show that each reversed pair is also transposed.

```lean
/-- Pairs with one reversed spinor, for Hermitian factors with real parity `e` on electron 1
and `f` on electron 2: moving the reversal to the other spinor and transposing
gives a factor `-e` for electron 1, `-f` for electron 2, and `e f` for both. -/
theorem eri_mixed_reversal {T : TimeReversal V} {e f : ℝ} {K : Finset ι} (w : ι → ℂ)
    {A B : ι → V →ₗ[ℂ] V}
    (hA : ∀ k ∈ K, HermParity T e (A k)) (hB : ∀ k ∈ K, HermParity T f (B k))
    (p q r s : V) :
    eri K w A B (T.op p) q r s = -e * eri K w A B (T.op q) p r s ∧
    eri K w A B p q (T.op r) s = -f * eri K w A B p q (T.op s) r ∧
    eri K w A B (T.op p) q (T.op r) s = e * f * eri K w A B (T.op q) p (T.op s) r := by
  unfold eri
  simp only [Finset.mul_sum]
  refine ⟨Finset.sum_congr rfl fun k hk => ?_, Finset.sum_congr rfl fun k hk => ?_,
    Finset.sum_congr rfl fun k hk => ?_⟩
  · rw [inner_rev_one (hA k hk) p q]; ring
  · rw [inner_rev_one (hB k hk) r s]; ring
  · rw [inner_rev_one (hA k hk) p q, inner_rev_one (hB k hk) r s]; ring
```

These are (4), for real $e$ and $f$ with no restriction to $\pm1$, proved in the same way from `inner_rev_one`. For a single electron the sign pattern is opposite to that of (3): moving the bar and transposing gives $-1$ for time-even factors and $+1$ for time-odd ones.

```lean
/-- Coulomb-type integrals (Hermitian time-even factors `C`, `D`) keep their sign when one or both
pairs are reversed and transposed; Gaunt-type integrals (Hermitian time-odd factors `G`, `H`) change
sign for one pair and keep it for both. -/
theorem coulomb_gaunt_reversal {T : TimeReversal V} {K : Finset ι} (w : ι → ℂ)
    {C D G H : ι → V →ₗ[ℂ] V}
    (hC : ∀ k ∈ K, HermParity T 1 (C k)) (hD : ∀ k ∈ K, HermParity T 1 (D k))
    (hG : ∀ k ∈ K, HermParity T (-1) (G k)) (hH : ∀ k ∈ K, HermParity T (-1) (H k))
    (p q r s : V) :
    (eri K w C D (T.op p) (T.op q) r s = eri K w C D q p r s ∧
      eri K w C D p q (T.op r) (T.op s) = eri K w C D p q s r ∧
      eri K w C D (T.op p) (T.op q) (T.op r) (T.op s) = eri K w C D q p s r) ∧
    (eri K w G H (T.op p) (T.op q) r s = -eri K w G H q p r s ∧
      eri K w G H p q (T.op r) (T.op s) = -eri K w G H p q s r ∧
      eri K w G H (T.op p) (T.op q) (T.op r) (T.op s) = eri K w G H q p s r) := by
  constructor
  · simpa using eri_pair_reversal (Or.inl rfl) (Or.inl rfl) w hC hD p q r s
  · simpa using eri_pair_reversal (Or.inr rfl) (Or.inr rfl) w hG hH p q r s
```

The theorem reads as follows. If all `C k` and `D k` are Hermitian and time-even, the three reversals in (3) leave the integral unchanged. If all `G k` and `H k` are Hermitian and time-odd, the reversal for electron 1 or for electron 2 gives a minus sign and the reversal for both gives none. Each half is `eri_pair_reversal` with $e=f=1$ or $e=f=-1$, and `simpa` evaluates the prefactors. The words Coulomb and Gaunt label the assumed parities, and that the physical operators have them is a hypothesis of the theorem.

## The smallest nonzero case: two-component spinors

A one-dimensional space admits no such $\Theta$, because $\bar p$ has the norm of $p$ and is orthogonal to it. On $\mathbb C^2$, with components $x_0,x_1$ and an asterisk for complex conjugation, take $\Theta(x_0,x_1)=(-x_1^*,x_0^*)$. The bars in the comment below mean complex conjugation.

```lean
/-- Time reversal of a two-component spinor, `(a, b) ↦ (-b̄, ā)`. -/
def spinReversal : TimeReversal (EuclideanSpace ℂ (Fin 2)) where
  op :=
    { toFun := fun x => !₂[-conj (x 1), conj (x 0)]
      map_zero' := by
        ext i
        fin_cases i <;> simp
      map_add' := fun x y => by
        ext i
        fin_cases i <;> simp [add_comm] }
  antiunitary := fun x y => by
    simp [PiLp.inner_apply, Fin.sum_univ_two]
    ring
  sq_eq_neg := fun x => by
    ext i
    fin_cases i <;> simp
```

The fields are checked by components. The overlap of $\Theta x$ with $\Theta y$ is $x_1y_1^*+x_0y_0^*=\langle y,x\rangle$, and applying the map twice gives $(-x_0,-x_1)$.

```lean
/-- The Pauli operator `σ_z`, `(a, b) ↦ (a, -b)`. -/
def sigmaZ : EuclideanSpace ℂ (Fin 2) →ₗ[ℂ] EuclideanSpace ℂ (Fin 2) where
  toFun := fun x => !₂[x 0, -x 1]
  map_add' := fun x y => by
    ext i
    fin_cases i <;> simp [add_comm]
  map_smul' := fun c x => by
    ext i
    fin_cases i <;> simp
```

For the Pauli operator $\sigma_z(x_0,x_1)=(x_0,-x_1)$ one has $\Theta\sigma_zx=(x_1^*,x_0^*)$ and $\sigma_z\Theta x=(-x_1^*,-x_0^*)$, so $\Theta\sigma_z=-\sigma_z\Theta$. The theorem `parity_witness` records that the identity is Hermitian and time-even and that $\sigma_z$ is Hermitian and time-odd, which supplies a nonzero operator for each parity.

The numerical values that follow are evaluated on paper and are not Lean theorems. Let $u=(1,0)$ and $d=(0,1)$, so $\bar u=d$ and $\bar d=-u$. With one term of weight 1 and both factors $\sigma_z$, the integrals are $(uu|uu)=1$, $(dd|uu)=-1$ and $(dd|dd)=1$, the Gaunt-type pattern. With both factors the identity all three equal 1. Relation (2) with $p=u$, $q=d$ and $A=\sigma_z$ reads $\langle d,\sigma_zd\rangle=\langle -u,\sigma_zu\rangle$, and both sides are $-1$. For the normalised spinor $p=(u+d)/\sqrt2$ one finds $\bar p=(d-u)/\sqrt2$ and $\langle\bar p,\sigma_zp\rangle=-1$, so a time-odd operator can couple a spinor to its time reverse.

```lean
/-- On two-component spinors the identity is Hermitian and time-even, and `σ_z` is
Hermitian and time-odd. -/
theorem parity_witness :
    HermParity spinReversal 1 LinearMap.id ∧ HermParity spinReversal (-1) sigmaZ := by
  refine ⟨⟨fun x y => rfl, fun x => by simp⟩, fun x y => ?_, fun x => ?_⟩
  · simp [sigmaZ, PiLp.inner_apply, Fin.sum_univ_two]
  · ext i
    fin_cases i <;> simp [sigmaZ, spinReversal]

end

end KramersTwoElectron
```

```lean
#print axioms KramersTwoElectron.even_kramers_element_zero
#print axioms KramersTwoElectron.eri_mixed_reversal
#print axioms KramersTwoElectron.coulomb_gaunt_reversal
```

```
'KramersTwoElectron.even_kramers_element_zero' depends on axioms: [propext, Classical.choice, Quot.sound]
'KramersTwoElectron.eri_mixed_reversal' depends on axioms: [propext, Classical.choice, Quot.sound]
'KramersTwoElectron.coulomb_gaunt_reversal' depends on axioms: [propext, Classical.choice, Quot.sound]
```
